# The Berkowitz–Parr relation for a quadratic energy with positive definite hardness on a finite lattice

Start from the ground state of a system of two sites, change the potentials by u₁ and u₂, and let a density change move an amount t from site 2 to site 1, so that d = (t, -t). Let the second-order energy cost be given by a symmetric hardness matrix η with entries η₁₁, η₁₂ and η₂₂. The part of the energy that depends on t is

E(t) = K t²/2 + (u₁ - u₂) t, with K = η₁₁ + η₂₂ - 2η₁₂.

If K > 0, the unique minimum is at t = -(u₁ - u₂)/K. There the two components of ηd + u are equal, since their difference is Kt + u₁ - u₂ = 0. Density flows until the chemical potential is the same on both sites. The minimiser is d = χu with

χ₁₁ = χ₂₂ = -1/K, χ₁₂ = χ₂₁ = 1/K.

This matrix gives zero on a uniform potential and has no positive eigenvalue. Both properties, and the equalisation behind them, carry over to any number of sites when η is positive definite.

## Minimising the energy at fixed charge

Let η be a real, symmetric, positive definite matrix on a non-empty finite set of sites. Write 1 for the vector with every component one, and define

s = η⁻¹, S = 1·s1, f = s1/S, χ = -s + S f fᵀ.

These are the softness matrix, the global softness, the Fukui function and the Berkowitz–Parr matrix. The energy of a density change d in a perturbing potential u is

E(d) = d·ηd/2 + u·d.

The charge of d is 1·d, counted as a number of electrons. The claim is that, among all d of charge q, the unique minimiser is

d₀ = χu + q f.

For q = 0 this is the density response at fixed electron number. For u = 0 it says that added charge spreads as f.

**The softness is positive.** Put w = s1, so ηw = 1. Since 1 ≠ 0, also w ≠ 0, and

S = 1·w = w·ηw > 0.

Hence f is well defined and 1·f = S/S = 1.

**The candidate has charge q.** Acting on u, the matrix χ gives

χu = -su + S(f·u) f.

By symmetry of η, and because η(su) = u,

1·su = (ηw)·su = w·η(su) = w·u = S(f·u).

Therefore 1·χu = -S(f·u) + S(f·u) = 0, and 1·d₀ = q.

**The chemical potential is uniform.** From ηf = (1/S)1,

ηd₀ + u = -u + (f·u)1 + (q/S)1 + u = μ1, with μ = f·u + q/S. Here μ is the change in chemical potential from its unperturbed value, which is itself uniform in the ground state.

**The candidate is the only minimiser.** Let d have charge q and put e = d - d₀, so 1·e = 0. Expanding the energy gives

E(d) = E(d₀) + e·(ηd₀ + u) + e·ηe/2 = E(d₀) + e·ηe/2,

because e·(μ1) = 0. The last term is positive unless e = 0.

**The response is negative semidefinite.** Set q = 0 and v = χu. Contracting ηv + u = (f·u)1 with v, which has zero charge, gives

u·χu = -v·ηv ≤ 0.

The matrix χ is symmetric because s and f fᵀ are.

**Only uniform potentials give no response.** If χu = 0, the equalisation condition at q = 0 reduces to u = (f·u)1. Conversely, χ1 = -s1 + S f = 0.

## An indefinite hardness with positive global softness

Symmetry, invertibility and S > 0 together are not enough for the minimum. On two sites take η₁₁ = 1, η₂₂ = -2 and η₁₂ = 0. Then S = 1/2 and f = (2, -1), which still sums to one, but K = -1. The energy of (t, -t) is -t²/2 + (u₁ - u₂)t, which has no lower bound. The formula for χ now gives χ₁₁ = χ₂₂ = 1 and χ₁₂ = χ₂₁ = -1, so χu is the maximum along the neutral direction, and χ is positive semidefinite.

## Softness, Fukui function and response as definitions

In the code, `n` is the finite set of sites, and potentials and density changes are functions `n → ℝ`.

In Lean 4 with Mathlib:

```lean
import Mathlib

open Matrix

namespace BerkowitzParr

noncomputable section

variable {n : Type*} [Fintype n] [DecidableEq n]
```

The notation `⬝ᵥ` is the dot product and `*ᵥ` the action of a matrix on a vector. The global softness is the sum of all entries of the inverse hardness.

```lean
/-- The global softness `S = 1 · η⁻¹ 1` of an invertible hardness matrix `η`. -/
def globalSoftness (η : Matrix n n ℝ) : ℝ := (1 : n → ℝ) ⬝ᵥ η⁻¹ *ᵥ 1
```

The Fukui function is the normalised row sum of the softness matrix.

```lean
/-- The Fukui function `f = η⁻¹ 1 / S`, for invertible `η` with non-zero global softness. -/
def fukui (η : Matrix n n ℝ) : n → ℝ := (globalSoftness η)⁻¹ • (η⁻¹ *ᵥ 1)
```

In `response`, the term `vecMulVec (fukui η) (fukui η)` is the outer product f fᵀ.

```lean
/-- The Berkowitz-Parr matrix `χ = -η⁻¹ + S f fᵀ`, for invertible `η` with non-zero
global softness. -/
def response (η : Matrix n n ℝ) : Matrix n n ℝ :=
  -η⁻¹ + globalSoftness η • vecMulVec (fukui η) (fukui η)
```

The energy is the part of a second-order expansion that depends on how the density is distributed. About an unperturbed ground state, the first-order term is a constant chemical potential times the charge, which is fixed during the minimisation and so left out.

```lean
/-- The second-order energy `d · η d / 2 + u · d` of a density change `d` in a
perturbing potential `u`. -/
def energy (η : Matrix n n ℝ) (u d : n → ℝ) : ℝ := 1 / 2 * (d ⬝ᵥ η *ᵥ d) + u ⬝ᵥ d
```

The physical response is defined by minimisation alone. Neither χ nor f occurs in `IsDensityResponse`, so the relation has to be derived.

```lean
/-- The density change `d` has total charge `q` and minimises the energy in the potential `u`
among all density changes of total charge `q`. -/
def IsDensityResponse (η : Matrix n n ℝ) (u : n → ℝ) (q : ℝ) (d : n → ℝ) : Prop :=
  (1 : n → ℝ) ⬝ᵥ d = q ∧ ∀ d' : n → ℝ, (1 : n → ℝ) ⬝ᵥ d' = q → energy η u d ≤ energy η u d'
```

The hypothesis `η.PosDef` includes symmetry. Physically it is a stability condition: every non-zero density change costs energy at second order. This is more than a minimum at fixed charge requires, since there only neutral changes have to cost energy, as with K > 0 on two sites. In density functional theory η would be the second derivative of the universal functional (the energy without the external-potential term) with respect to the site densities, and the Berkowitz–Parr relation connects derivatives of the ground-state density. Here η is a given matrix and the energy is exactly quadratic. The derivation of η from electrons, bounds on site occupations, frequency dependence and any discontinuity at integer electron number lie beyond this model.

## Positive softness and conserved charge

The first lemma states x·ηy = y·ηx, obtained from the symmetry contained in `η.PosDef`.

```lean
variable {η : Matrix n n ℝ}

omit [DecidableEq n] in
/-- The interaction of two density changes through a positive definite hardness matrix is
symmetric. -/
theorem hardness_symm (hη : η.PosDef) (x y : n → ℝ) : x ⬝ᵥ η *ᵥ y = y ⬝ᵥ η *ᵥ x := by
  have hT : ηᵀ = η :=
    (Matrix.conjTranspose_eq_transpose_of_trivial η).symm.trans hη.isHermitian.eq
  rw [Matrix.dotProduct_mulVec, ← Matrix.mulVec_transpose, hT, dotProduct_comm]
```

The second is η(sx) = x. Positive definiteness makes the determinant positive, hence η invertible.

```lean
/-- A positive definite hardness matrix undoes the action of the softness matrix `η⁻¹`. -/
theorem hardness_softness (hη : η.PosDef) (x : n → ℝ) : η *ᵥ (η⁻¹ *ᵥ x) = x := by
  rw [Matrix.mulVec_mulVec, Matrix.mul_nonsing_inv η hη.det_pos.ne'.isUnit, Matrix.one_mulVec]
```

For S > 0, the vector s1 is shown to be non-zero: otherwise `hw` would read 0 = 1 at some site, and `Nonempty n` supplies the site. Positive definiteness applied to s1 then gives S = w·ηw > 0.

```lean
/-- On a non-empty lattice with positive definite hardness the global softness is positive. -/
theorem globalSoftness_pos [Nonempty n] (hη : η.PosDef) : 0 < globalSoftness η := by
  have hw := hardness_softness hη 1
  have hne : η⁻¹ *ᵥ (1 : n → ℝ) ≠ 0 := by
    intro h
    rw [h, Matrix.mulVec_zero] at hw
    obtain ⟨i⟩ := ‹Nonempty n›
    have := congrFun hw i
    simp at this
  -- S is the hardness energy of the vector η⁻¹ 1
  have h := hη.dotProduct_mulVec_pos hne
  rw [hw, star_trivial, dotProduct_comm] at h
  exact h
```

Normalisation of f is now a cancellation of S.

```lean
/-- On a non-empty lattice with positive definite hardness the Fukui function sums to one. -/
theorem fukui_sum [Nonempty n] (hη : η.PosDef) : (1 : n → ℝ) ⬝ᵥ fukui η = 1 := by
  unfold fukui
  rw [dotProduct_smul, smul_eq_mul]
  exact inv_mul_cancel₀ (globalSoftness_pos hη).ne'
```

The next lemma expands χu into its softness part and its Fukui part. It is pure algebra, so it needs no hypothesis on η.

```lean
/-- The Berkowitz-Parr matrix acts on a potential as `χ u = -η⁻¹ u + S (f · u) f`. -/
theorem response_mulVec (η : Matrix n n ℝ) (u : n → ℝ) :
    response η *ᵥ u = -(η⁻¹ *ᵥ u) + (globalSoftness η * (fukui η ⬝ᵥ u)) • fukui η := by
  ext i
  simp only [response, Matrix.mulVec, dotProduct, Matrix.add_apply, Matrix.neg_apply,
    Matrix.smul_apply, Matrix.vecMulVec_apply, Pi.add_apply, Pi.neg_apply, Pi.smul_apply,
    smul_eq_mul, add_mul, neg_mul, Finset.sum_add_distrib, Finset.sum_neg_distrib,
    Finset.mul_sum, Finset.sum_mul]
  congr 1
  exact Finset.sum_congr rfl fun j _ => by ring
```

In `response_charge`, the intermediate result `hsoft` is the identity 1·su = S(f·u), found by applying the symmetry lemma to su and s1. The two contributions to the charge of χu then cancel and q remains.

```lean
/-- For positive definite hardness on a non-empty lattice, the density change `χ u + q f`
has total charge `q`. -/
theorem response_charge [Nonempty n] (hη : η.PosDef) (u : n → ℝ) (q : ℝ) :
    (1 : n → ℝ) ⬝ᵥ (response η *ᵥ u + q • fukui η) = q := by
  -- the summed softness response is S (f · u), by symmetry of the hardness
  have hsoft : (1 : n → ℝ) ⬝ᵥ η⁻¹ *ᵥ u = globalSoftness η * (fukui η ⬝ᵥ u) := by
    have h := hardness_symm hη (η⁻¹ *ᵥ u) (η⁻¹ *ᵥ 1)
    rw [hardness_softness hη 1, hardness_softness hη u] at h
    rw [dotProduct_comm (1 : n → ℝ), h]
    unfold fukui
    rw [smul_dotProduct, smul_eq_mul, ← mul_assoc,
      mul_inv_cancel₀ (globalSoftness_pos hη).ne', one_mul]
  rw [dotProduct_add, dotProduct_smul, fukui_sum hη, response_mulVec, dotProduct_add,
    dotProduct_neg, dotProduct_smul, fukui_sum hη, hsoft]
  simp only [smul_eq_mul]
  ring
```

## Equalised chemical potential and the unique minimum

The theorem `potential_equalization` is the condition ηd₀ + u = μ1, with the value of μ written out. The step `hf` is ηf = (1/S)1, and the final `linear_combination` uses S·S⁻¹ = 1.

```lean
/-- Chemical potential equalisation: for positive definite hardness on a non-empty lattice,
the density change `d = χ u + q f` makes `η d + u` equal to `f · u + q / S` on every site. -/
theorem potential_equalization [Nonempty n] (hη : η.PosDef) (u : n → ℝ) (q : ℝ) :
    η *ᵥ (response η *ᵥ u + q • fukui η) + u
      = (fukui η ⬝ᵥ u + q / globalSoftness η) • (1 : n → ℝ) := by
  have hf : η *ᵥ fukui η = (globalSoftness η)⁻¹ • (1 : n → ℝ) := by
    unfold fukui
    rw [Matrix.mulVec_smul, hardness_softness hη]
  have hS := mul_inv_cancel₀ (globalSoftness_pos hη).ne'
  rw [response_mulVec, Matrix.mulVec_add, Matrix.mulVec_add, Matrix.mulVec_neg,
    Matrix.mulVec_smul, Matrix.mulVec_smul, hardness_softness hη, hf]
  ext i
  simp only [Pi.add_apply, Pi.neg_apply, Pi.smul_apply, Pi.one_apply, smul_eq_mul]
  linear_combination (fukui η ⬝ᵥ u) * hS
```

The main theorem is an equivalence: a density change `d` is a minimiser of charge `q` if and only if it equals χu + q f. Read from right to left it gives existence, and from left to right uniqueness.

The proof first replaces χu + q f by `d₀` and the chemical potential by `c`, keeping only the charge and equalisation conditions. The statement `gap` is the energy identity of the derivation. Instead of contracting with e directly, `key` contracts the equalisation condition with any vector of charge q, and the results for `d'` and `d₀` are subtracted. If a minimiser `d` differed from `d₀`, the gap would be positive, against minimality. Conversely, a non-negative gap makes `d₀` a minimiser.

```lean
/-- Berkowitz-Parr relation: for positive definite hardness on a non-empty lattice, the unique
energy-minimising density change of total charge `q` in the potential `u` is `χ u + q f`. -/
theorem berkowitz_parr [Nonempty n] (hη : η.PosDef) (u : n → ℝ) (q : ℝ) (d : n → ℝ) :
    IsDensityResponse η u q d ↔ d = response η *ᵥ u + q • fukui η := by
  have hsum := response_charge hη u q
  have hμ := potential_equalization hη u q
  generalize response η *ᵥ u + q • fukui η = d₀ at hsum hμ ⊢
  generalize fukui η ⬝ᵥ u + q / globalSoftness η = c at hμ
  -- the energy above the minimum is the hardness energy of the deviation
  have gap : ∀ d' : n → ℝ, (1 : n → ℝ) ⬝ᵥ d' = q →
      energy η u d' = energy η u d₀ + 1 / 2 * ((d' - d₀) ⬝ᵥ η *ᵥ (d' - d₀)) := by
    intro d' h
    have hs := hardness_symm hη d' d₀
    have key : ∀ x : n → ℝ, (1 : n → ℝ) ⬝ᵥ x = q → x ⬝ᵥ η *ᵥ d₀ + x ⬝ᵥ u = c * q := by
      intro x hx
      rw [← dotProduct_add, hμ, dotProduct_smul, dotProduct_comm x 1, hx, smul_eq_mul]
    have h1 := key d' h
    have h2 := key d₀ hsum
    unfold energy
    simp only [Matrix.mulVec_sub, dotProduct_sub, sub_dotProduct]
    rw [dotProduct_comm u d', dotProduct_comm u d₀]
    linear_combination h1 - h2 - hs / 2
  constructor
  · rintro ⟨hd, hmin⟩
    by_contra hne
    have hp := hη.dotProduct_mulVec_pos (sub_ne_zero.mpr hne)
    rw [star_trivial] at hp
    have hle := hmin d₀ hsum
    rw [gap d hd] at hle
    linarith
  · intro h
    rw [h]
    refine ⟨hsum, fun d' h' => ?_⟩
    rw [gap d' h']
    rcases eq_or_ne d' d₀ with h0 | h0
    · simp [h0]
    · have hp := hη.dotProduct_mulVec_pos (sub_ne_zero.mpr h0)
      rw [star_trivial] at hp
      linarith
```

For this quadratic model on finitely many sites, the theorem gives the static density response at fixed electron number from the inverse hardness alone. In their simplest form, with a quadratic energy and only the total charge fixed, fluctuating-charge force fields pose the same kind of minimisation, with atoms as sites and η taken from a parametrisation.

## Sign and null space of the response

Negative semidefiniteness is stated as two facts, symmetry of χ and u·χu ≤ 0 for every u. The second part uses `potential_equalization` and `response_charge` at q = 0. The equation `h` is v·ηv + u·v = 0 for v = χu, and positivity of v·ηv gives the sign. In physical terms, the interaction energy u·d of the induced density change with the perturbing potential is never positive.

```lean
/-- For positive definite hardness on a non-empty lattice, the Berkowitz-Parr matrix is
symmetric and negative semidefinite. -/
theorem response_negSemidef [Nonempty n] (hη : η.PosDef) :
    (response η)ᵀ = response η ∧ ∀ u : n → ℝ, u ⬝ᵥ response η *ᵥ u ≤ 0 := by
  constructor
  · have hT : ηᵀ = η :=
      (Matrix.conjTranspose_eq_transpose_of_trivial η).symm.trans hη.isHermitian.eq
    have hs : (η⁻¹)ᵀ = η⁻¹ := by rw [Matrix.transpose_nonsing_inv, hT]
    ext i j
    have hij := congrFun (congrFun hs i) j
    rw [Matrix.transpose_apply] at hij
    simp only [response, Matrix.transpose_apply, Matrix.add_apply, Matrix.neg_apply,
      Matrix.smul_apply, Matrix.vecMulVec_apply, smul_eq_mul]
    rw [hij]
    ring
  · intro u
    have hμ := potential_equalization hη u 0
    have hc := response_charge hη u 0
    rw [zero_smul, add_zero] at hμ hc
    -- contract the equalisation condition with the neutral density change χ u
    have h : (response η *ᵥ u) ⬝ᵥ η *ᵥ (response η *ᵥ u) + u ⬝ᵥ response η *ᵥ u = 0 := by
      rw [dotProduct_comm u, ← dotProduct_add, hμ, dotProduct_smul,
        dotProduct_comm (response η *ᵥ u) 1, hc, smul_zero]
    rcases eq_or_ne (response η *ᵥ u) 0 with h0 | h0
    · simp [h0]
    · have hp := hη.dotProduct_mulVec_pos h0
      rw [star_trivial] at hp
      linarith
```

The last theorem identifies the null space of χ. The forward direction reads u = μ1 off the equalisation condition, and the reverse direction uses S f = s1. On a single site every potential is uniform, and χ is zero.

```lean
/-- For positive definite hardness on a non-empty lattice, a potential gives `χ u = 0`
exactly when it is the same on every site. -/
theorem response_eq_zero_iff [Nonempty n] (hη : η.PosDef) (u : n → ℝ) :
    response η *ᵥ u = 0 ↔ ∃ c : ℝ, u = c • (1 : n → ℝ) := by
  constructor
  · intro h
    have hμ := potential_equalization hη u 0
    rw [h, zero_smul, add_zero, Matrix.mulVec_zero, zero_add] at hμ
    exact ⟨_, hμ⟩
  · rintro ⟨c, rfl⟩
    have hf : globalSoftness η • fukui η = η⁻¹ *ᵥ 1 := by
      unfold fukui
      rw [smul_smul, mul_inv_cancel₀ (globalSoftness_pos hη).ne', one_smul]
    rw [Matrix.mulVec_smul, response_mulVec, dotProduct_comm (fukui η) 1, fukui_sum hη,
      mul_one, hf, neg_add_cancel, smul_zero]

end

end BerkowitzParr
```

```lean
#print axioms BerkowitzParr.berkowitz_parr
#print axioms BerkowitzParr.response_negSemidef
#print axioms BerkowitzParr.response_eq_zero_iff
```

```
'BerkowitzParr.berkowitz_parr' depends on axioms: [propext, Classical.choice, Quot.sound]
'BerkowitzParr.response_negSemidef' depends on axioms: [propext, Classical.choice, Quot.sound]
'BerkowitzParr.response_eq_zero_iff' depends on axioms: [propext, Classical.choice, Quot.sound]
```
